# All functions induced from a proper subgroup of a finite group share a zero

A slip in working out the character of the orbitals on a set of equivalent atoms can leave a row with no zero in it, and nothing about that row need look suspicious. Yet if the symmetry group is finite and there are at least two atoms in the set, the row is wrong. The correct character is induced from the site group of one atom, a proper subgroup, and all functions induced from such a subgroup vanish together at some operation.

## Induction as a sum over conjugators

Let H be a subgroup of a finite group G, and ψ a complex function on H. The function induced from ψ has at g the value

(Ind ψ)(g) = (1/|H|) Σ ψ(x⁻¹gx), summed over x in G with x⁻¹gx ∈ H.

```lean
import Mathlib

open Finset

namespace InducedCharacterZeros

noncomputable section

variable {G : Type*} [Group G] [Fintype G]

open scoped Classical in
/-- The function on `G` induced from a function `ψ` on the subgroup `H`: the sum of
`ψ (x⁻¹ g x)` over all `x` in `G` for which `x⁻¹ g x` lies in `H`, divided by the order of `H`. -/
def induced (H : Subgroup G) (ψ : H → ℂ) (g : G) : ℂ :=
  (Nat.card H : ℂ)⁻¹ * ∑ x : G, if h : x⁻¹ * g * x ∈ H then ψ ⟨x⁻¹ * g * x, h⟩ else 0
```

Here `Nat.card H` is |H|, and the `if` sets terms outside H to zero. No condition is put on ψ. When ψ is the character of a representation of H, the formula is the usual one for the character of the induced representation; the representation itself is not constructed.

The sum runs over the set

C(g) = { x ∈ G : x⁻¹gx ∈ H }.

```lean
open scoped Classical in
/-- The elements `x` of `G` that carry the operation `g` into the subgroup `H` by
conjugation, `x⁻¹ g x ∈ H`. -/
def conjugators (H : Subgroup G) (g : G) : Finset G :=
  univ.filter (fun x => x⁻¹ * g * x ∈ H)
```

## Conjugates of a proper subgroup leave something out

Count the pairs (g, x) with x⁻¹gx ∈ H. For fixed x, the map g ↦ x⁻¹gx permutes G, so exactly |H| elements g qualify. Therefore

Σ_g |C(g)| = Σ_x |H| = |G| |H|.

```lean
/-- Summed over all operations `g` of the group, the number of elements conjugating `g` into `H`
is the order of `G` times the order of `H`. -/
theorem sum_card_conjugators (H : Subgroup G) :
    ∑ g : G, (conjugators H g).card = Fintype.card G * Nat.card H := by
  classical
  -- for fixed `x`, conjugation by `x` permutes the group
  have key : ∀ x : G, ∑ g : G, (if x⁻¹ * g * x ∈ H then 1 else 0) = Nat.card H := by
    intro x
    have h1 : ∑ g : G, (if x⁻¹ * g * x ∈ H then 1 else 0)
        = ∑ g : G, (if g ∈ H then 1 else 0) :=
      Fintype.sum_equiv (MulAut.conj x⁻¹).toEquiv _ _ (by intro g; simp)
    rw [h1, ← Finset.card_filter, Nat.card_eq_fintype_card]
    exact (Fintype.card_of_subtype _ (by simp)).symm
  simp only [conjugators, Finset.card_filter]
  rw [Finset.sum_comm, Finset.sum_congr rfl (fun x _ => key x)]
  simp
```

The statement `key` is the count for fixed x, and `Finset.sum_comm` exchanges the two sums.

Now suppose that C(g) contains some x. For every h in H,

(xh)⁻¹ g (xh) = h⁻¹ (x⁻¹gx) h ∈ H,

so C(g) contains the whole coset xH, and |C(g)| ≥ |H|.

```lean
/-- If one element conjugates `g` into `H`, then at least as many elements do so as `H` has
operations. -/
theorem card_le_card_conjugators (H : Subgroup G) {g x : G} (hx : x⁻¹ * g * x ∈ H) :
    Nat.card H ≤ (conjugators H g).card := by
  classical
  rw [Nat.card_eq_fintype_card, ← Finset.card_univ]
  -- the whole coset `x H` conjugates `g` into `H`
  refine Finset.card_le_card_of_injOn (fun h : H => x * (h : G)) ?_ ?_
  · intro h _
    have e : (x * (h : G))⁻¹ * g * (x * (h : G)) = (h : G)⁻¹ * (x⁻¹ * g * x) * (h : G) := by
      group
    have hm : (x * (h : G))⁻¹ * g * (x * (h : G)) ∈ H := by
      rw [e]
      exact H.mul_mem (H.mul_mem (H.inv_mem h.2) hx) h.2
    simpa [conjugators] using hm
  · intro a _ b _ hab
    exact Subtype.ext (mul_left_cancel hab)
```

The proof maps h to xh, shows that the image lies in C(g), and uses cancellation to show that the map is injective.

If the conjugates of a proper subgroup H covered G, every g would have |C(g)| ≥ |H|. The identity has C(1) = G, and |G| > |H|. Summing over g would give

|G| |H| = Σ_g |C(g)| > |G| |H|,

a contradiction. Some g therefore has no conjugate in H.

```lean
/-- The conjugates of a proper subgroup do not cover a finite group: some operation `g` has no
conjugate in `H`. -/
theorem exists_no_conjugate_mem (H : Subgroup G) (hH : H ≠ ⊤) :
    ∃ g : G, ∀ x : G, x⁻¹ * g * x ∉ H := by
  classical
  by_contra hcon
  have hcover : ∀ g : G, ∃ x : G, x⁻¹ * g * x ∈ H := by
    intro g
    by_contra hg
    exact hcon ⟨g, fun x hx => hg ⟨x, hx⟩⟩
  have hlt : Nat.card H < Nat.card G :=
    lt_of_le_of_ne (Subgroup.card_le_card_group H)
      (fun h => hH (Subgroup.eq_top_of_card_eq H h))
  -- the identity is conjugated into `H` by every element, which is more than its share
  have hone : (conjugators H (1 : G)).card = Nat.card G := by
    simp [conjugators, H.one_mem]
  have hsum : ∑ _g : G, Nat.card H < ∑ g : G, (conjugators H g).card := by
    refine Finset.sum_lt_sum (fun g _ => ?_) ⟨1, Finset.mem_univ _, ?_⟩
    · obtain ⟨x, hx⟩ := hcover g
      exact card_le_card_conjugators H hx
    · rw [hone]
      exact hlt
  rw [sum_card_conjugators, Finset.sum_const, Finset.card_univ, smul_eq_mul] at hsum
  exact lt_irrefl _ hsum
```

Properness is written `H ≠ ⊤`, where `⊤` is G regarded as a subgroup of itself. The strict inequality `hsum` comes from the identity's term.

The same argument gives a neighbouring result: if a finite group permutes two or more points transitively, some element moves every point. Take H to be the stabiliser of a point p; then g fixes xp exactly when x⁻¹gx ∈ H. For two or more equivalent atoms, such an element is an operation that leaves none of them in place.

## From missing conjugates to common zeros

If no conjugate of g lies in H, the sum for (Ind ψ)(g) is empty and vanishes for every ψ. Conversely, if some conjugate does lie in H, the constant function ψ = 1 gives

(Ind 1)(g) = |C(g)| / |H| ≥ 1,

which is not zero.

```lean
/-- All functions induced from `H` vanish at `g` exactly when no conjugate of `g` lies in `H`. -/
theorem induced_eq_zero_iff (H : Subgroup G) (g : G) :
    (∀ ψ : H → ℂ, induced H ψ g = 0) ↔ ∀ x : G, x⁻¹ * g * x ∉ H := by
  classical
  constructor
  · intro h x hx
    -- the constant function 1 induces a positive multiple of the number of conjugators
    have h1 : induced H (fun _ => 1) g
        = (Nat.card H : ℂ)⁻¹ * ((conjugators H g).card : ℂ) := by
      simp [induced, conjugators]
    have hpos : 0 < Nat.card H := Nat.card_pos
    have hc : 0 < (conjugators H g).card := lt_of_lt_of_le hpos (card_le_card_conjugators H hx)
    have hne : (Nat.card H : ℂ)⁻¹ * ((conjugators H g).card : ℂ) ≠ 0 :=
      mul_ne_zero (inv_ne_zero (Nat.cast_ne_zero.mpr hpos.ne')) (Nat.cast_ne_zero.mpr hc.ne')
    exact hne (h1.symm.trans (h _))
  · intro h ψ
    simp [induced, h]
```

The quantifier over ψ stands inside the left-hand side: the condition concerns all induced functions at one fixed g.

For proper H, the element g found above is thus a common zero. For H = G there is none, since x = 1 already conjugates any g into H.

```lean
/-- There is one operation `g` of the finite group `G` at which every function induced from `H`
vanishes if and only if `H` is a proper subgroup. -/
theorem exists_common_zero_iff (H : Subgroup G) :
    (∃ g : G, ∀ ψ : H → ℂ, induced H ψ g = 0) ↔ H ≠ ⊤ := by
  constructor
  · rintro ⟨g, hg⟩ rfl
    exact (induced_eq_zero_iff ⊤ g).mp hg 1 (Subgroup.mem_top _)
  · intro hH
    obtain ⟨g, hg⟩ := exists_no_conjugate_mem H hH
    exact ⟨g, (induced_eq_zero_iff H g).mpr hg⟩
```

In the formal statement g is chosen first, so that one g serves every ψ. In the smallest case, G = {E, σ} has two elements and H = {E}. The induced function is then 2ψ(E) at E and 0 at σ, whatever ψ is.

## Characters without zeros

A class function χ satisfies χ(x⁻¹gx) = χ(g). Inducing it from G to G gives

(1/|G|) Σ_x χ(x⁻¹gx) = (1/|G|) · |G| χ(g) = χ(g).

```lean
/-- Inducing a class function from the full group to itself returns the same function. -/
theorem induced_top (χ : G → ℂ) (hχ : ∀ x g : G, χ (x⁻¹ * g * x) = χ g) :
    induced ⊤ (fun h => χ h) = χ := by
  funext g
  have hG : (Fintype.card G : ℂ) ≠ 0 := Nat.cast_ne_zero.mpr Fintype.card_ne_zero
  simp [induced, hχ, hG]
```

If χ has no zeros, it cannot be induced from a proper subgroup, because it would have to vanish at the common zero. If H = G, the previous identity shows that χ is induced from itself.

```lean
/-- A class function without zeros is induced from a subgroup `H` only if `H` is the full group,
and from the full group it is induced. -/
theorem nowhere_zero_induced_iff (H : Subgroup G) (χ : G → ℂ)
    (hχ : ∀ x g : G, χ (x⁻¹ * g * x) = χ g) (h0 : ∀ g, χ g ≠ 0) :
    (∃ ψ : H → ℂ, induced H ψ = χ) ↔ H = ⊤ := by
  constructor
  · rintro ⟨ψ, hψ⟩
    by_contra hH
    obtain ⟨g, hg⟩ := (exists_common_zero_iff H).mpr hH
    exact h0 g ((congrFun hψ g).symm.trans (hg ψ))
  · rintro rfl
    exact ⟨_, induced_top χ hχ⟩
```

The hypotheses `hχ` and `h0` say that χ is a class function and that it is nowhere zero. Since ψ may be any function on H, the exclusion covers characters of H in particular.

A one-dimensional character is a homomorphism into the nonzero complex numbers. It has no zeros, and because those numbers commute,

χ(x⁻¹gx) = χ(x)⁻¹ χ(g) χ(x) = χ(g).

```lean
/-- A one-dimensional character of `G` is induced from a subgroup `H` exactly when `H` is the
full group. -/
theorem one_dimensional_induced_iff (H : Subgroup G) (χ : G →* ℂˣ) :
    (∃ ψ : H → ℂ, induced H ψ = fun g => (χ g : ℂ)) ↔ H = ⊤ := by
  refine nowhere_zero_induced_iff H _ (fun x g => ?_) (fun g => (χ g).ne_zero)
  have h : χ (x⁻¹ * g * x) = χ g := by
    rw [map_mul, map_mul, map_inv, mul_right_comm, inv_mul_cancel, one_mul]
  exact congrArg Units.val h
```

The type `G →* ℂˣ` expresses exactly this: a multiplicative map into the invertible complex numbers.

## Finding a zero from the order of an operation

Suppose that hⁿ = 1 for every h in H, but gⁿ ≠ 1. If x⁻¹gx were in H, then

1 = (x⁻¹gx)ⁿ = x⁻¹gⁿx,

and hence gⁿ = 1, a contradiction. Every induced function vanishes at g.

```lean
/-- If the `n`-th power of every operation in `H` is the identity but that of `g` is not, then
every function induced from `H` vanishes at `g`. -/
theorem induced_eq_zero_of_pow (H : Subgroup G) (n : ℕ) (hH : ∀ h ∈ H, h ^ n = 1)
    {g : G} (hg : g ^ n ≠ 1) (ψ : H → ℂ) : induced H ψ g = 0 := by
  refine (induced_eq_zero_iff H g).mpr (fun x hx => hg ?_) ψ
  -- conjugate elements have conjugate powers
  have h1 : (x⁻¹ * g * x) ^ n = x⁻¹ * g ^ n * x := by
    have h2 := conj_pow (i := n) (a := x⁻¹) (b := g)
    rwa [inv_inv] at h2
  have h3 : x⁻¹ * g ^ n * x = 1 := h1.symm.trans (hH _ hx)
  calc g ^ n = x * (x⁻¹ * g ^ n * x) * x⁻¹ := by group
    _ = 1 := by rw [h3]; group
```

This is a sufficient test only; an operation can be a common zero without passing it for any n.

For three objects, let H be generated by the transposition s of two of them. Every element of H is a power sᵏ, with (sᵏ)² = (s²)ᵏ = 1. A cyclic permutation c of all three has c² ≠ 1, so the test applies with n = 2.

```lean
/-- In the permutation group of three objects, every function induced from the subgroup generated by
the transposition of 0 and 1 vanishes at the cyclic permutation `finRotate 3`. -/
theorem induced_from_transposition (ψ : Subgroup.zpowers (Equiv.swap (0 : Fin 3) 1) → ℂ) :
    induced (Subgroup.zpowers (Equiv.swap (0 : Fin 3) 1)) ψ (finRotate 3) = 0 := by
  refine induced_eq_zero_of_pow _ 2 (fun h hh => ?_) (by decide) ψ
  obtain ⟨k, rfl⟩ := Subgroup.mem_zpowers_iff.mp hh
  rw [pow_two, ← (Commute.refl (Equiv.swap (0 : Fin 3) 1)).mul_zpow k,
    Equiv.swap_mul_self, one_zpow]

end

end InducedCharacterZeros
```

In Lean the objects are numbered 0, 1, 2; `Subgroup.zpowers` is the subgroup of powers, `finRotate 3` is c, and `decide` verifies c² ≠ 1 by computation.

In ammonia, whose point group C₃ᵥ permutes the three hydrogens in this way, H is the site group of one hydrogen. The three hydrogen 1s functions have the character induced from ψ = 1: it is 3 at the identity, 1 at each reflection and 0 at each threefold rotation.

```lean
#print axioms InducedCharacterZeros.nowhere_zero_induced_iff
#print axioms InducedCharacterZeros.one_dimensional_induced_iff
#print axioms InducedCharacterZeros.induced_from_transposition
```

```
'InducedCharacterZeros.nowhere_zero_induced_iff' depends on axioms: [propext, Classical.choice, Quot.sound]
'InducedCharacterZeros.one_dimensional_induced_iff' depends on axioms: [propext, Classical.choice, Quot.sound]
'InducedCharacterZeros.induced_from_transposition' depends on axioms: [propext, Classical.choice, Quot.sound]
```
